# The exponential Smith profile of a jellium surface has electrostatic energy $\pi n^2/(2b^3)$ per area

A variational estimate of the jellium surface energy with an exponential trial density minimises the energy per area over a decay constant $b$. At each trial value of $b$ the program needs the electrostatic energy of the electrons together with the positive background. For this profile the term is $\pi n^2/(2b^3)$ in Gaussian atomic units, with $n$ the bulk density, so the minimisation loop needs no Poisson solver.

## Energy per area and its distribution around the edge

The positive background has density $n$ for $x<0$ and ends at $x=0$. The electron density is

$$
n_{\rm e}(x)=\begin{cases} n\left(1-\tfrac12 e^{bx}\right), & x<0,\\[2pt] \tfrac12\,n\,e^{-bx}, & x\ge 0. \end{cases}
$$

The units are Gaussian atomic units, with the elementary charge equal to 1. For $b>0$ the electrostatic energy per area is

$$
\sigma_{\rm es}=\frac{1}{8\pi}\int_{-\infty}^{\infty}E(x)^2\,dx=\frac{\pi n^2}{2b^3},
$$

where $E$ is the electric field along $x$. The part stored within a distance $d\ge 0$ of the background edge is $\left(1-e^{-2bd}\right)\sigma_{\rm es}$. The energy of the charges in their own potential, $\tfrac12\int\rho\varphi\,dx$, has the same value $\sigma_{\rm es}$. Here $\rho$ is the net charge density and $\varphi$ the electrostatic potential.

## Use in surface-energy minimisation and Poisson solvers

In density-functional estimates of the jellium surface energy restricted to this one-parameter family, $\sigma_{\rm es}$ is added to the kinetic and exchange-correlation terms before $b$ is varied. It is the complete classical electrostatic energy, with electron–electron, electron–background and background–background parts together. A program that stores the Hartree energy separately must not add it a second time.

The formula also gives a reference value for a one-dimensional Poisson solver fed with the net charge density $\rho$, background included. The field route and the charge–potential route should both converge to it as the grid is refined and the window enlarged. If the square of the exact field is integrated over $[-d,d]$, the missing share of the field energy is $e^{-2bd}$, which is below one part in a million at $bd=7$.

## From the charge density to the energy

**Charge.** Subtracting the electrons from the background gives

$$
\rho(x)=n-n\left(1-\tfrac12e^{bx}\right)=\tfrac n2e^{bx}\quad(x<0),\qquad
\rho(x)=-\tfrac n2e^{-bx}\quad(x\ge0).
$$

**Field.** With no field deep in the metal, Gauss's law gives $E(x)=4\pi\int_{-\infty}^x\rho(t)\,dt$. For $x\le0$,

$$
\int_{-\infty}^x\tfrac n2e^{bt}\,dt=\frac{n}{2b}e^{bx}.
$$

For $x\ge0$ the electron tail compensates the charge $n/(2b)$ accumulated up to the edge:

$$
\frac{n}{2b}-\frac n2\int_0^x e^{-bt}\,dt
=\frac{n}{2b}-\frac{n}{2b}\left(1-e^{-bx}\right)=\frac{n}{2b}e^{-bx}.
$$

Both cases combine into

$$
E(x)=\frac{2\pi n}{b}\,e^{-b|x|}.
$$

**Field energy.** The square of the field is even in $x$, so

$$
\sigma_{\rm es}=\frac1{8\pi}\,\frac{4\pi^2n^2}{b^2}\cdot2\int_0^\infty e^{-2bx}\,dx
=\frac{\pi n^2}{2b^2}\cdot\frac1b=\frac{\pi n^2}{2b^3}.
$$

Over the finite window, $2\int_0^d e^{-2bx}\,dx=\left(1-e^{-2bd}\right)/b$, which supplies the factor $1-e^{-2bd}$.

**Potential.** Let $\varphi(x)=-\int_0^xE(t)\,dt$, so that $\varphi(0)=0$. Integration on each side gives

$$
\varphi(x)=-\frac{2\pi n}{b^2}\left(1-e^{-bx}\right)\quad(x\ge0),\qquad
\varphi(x)=\frac{2\pi n}{b^2}\left(1-e^{bx}\right)\quad(x\le0).
$$

**Charge energy.** On both sides $\rho$ and $\varphi$ have the same sign, and their product is

$$
\rho(x)\varphi(x)=\frac{\pi n^2}{b^2}\left(e^{-b|x|}-e^{-2b|x|}\right).
$$

The bracket integrates to $2\left(\frac1b-\frac1{2b}\right)=\frac1b$. Half of the resulting integral is again $\pi n^2/(2b^3)$.

## The Lean file, from density to energy

```lean
import Mathlib

open MeasureTheory Set
open scoped Real

namespace SmithSurfaceEnergy

noncomputable section

/-- Electron density of the Smith profile with bulk density `n` and decay constant `b`. -/
def density (n b x : ℝ) : ℝ :=
  if x < 0 then n * (1 - Real.exp (b * x) / 2) else n * Real.exp (-b * x) / 2

/-- Positive jellium background of density `n`, filling the half-space `x < 0`. -/
def background (n x : ℝ) : ℝ := if x < 0 then n else 0

/-- Net charge density: background minus electrons, in units of the elementary charge. -/
def charge (n b x : ℝ) : ℝ := background n x - density n b x

/-- Electric field from Gauss's law: `4π` times the charge per area to the left of `x`. -/
def field (n b x : ℝ) : ℝ := 4 * π * ∫ t in Iic x, charge n b t

/-- Electrostatic potential, measured from its value at the background edge. -/
def potential (n b x : ℝ) : ℝ := -∫ t in (0 : ℝ)..x, field n b t

/-- Electrostatic energy per area stored in the field. -/
def fieldEnergy (n b : ℝ) : ℝ := 1 / (8 * π) * ∫ x, field n b x ^ 2

/-- Electrostatic energy per area of the charges in their own potential. -/
def chargeEnergy (n b : ℝ) : ℝ := 1 / 2 * ∫ x, charge n b x * potential n b x

/-- Inside the background the net charge density is `n exp(bx)/2`. -/
theorem charge_of_neg (n b : ℝ) {x : ℝ} (hx : x < 0) :
    charge n b x = n / 2 * Real.exp (b * x) := by
  unfold charge background density
  rw [if_pos hx, if_pos hx]
  ring

/-- Outside the background the net charge density is `-n exp(-bx)/2`. -/
theorem charge_of_nonneg (n b : ℝ) {x : ℝ} (hx : 0 ≤ x) :
    charge n b x = -(n / 2) * Real.exp (-b * x) := by
  unfold charge background density
  rw [if_neg (not_lt.mpr hx), if_neg (not_lt.mpr hx)]
  ring

/-- The integral of `exp(ct)` from `u` to `v`, for `c ≠ 0`. -/
theorem integral_exp_interval {c : ℝ} (hc : c ≠ 0) (u v : ℝ) :
    ∫ t in u..v, Real.exp (c * t) = (Real.exp (c * v) - Real.exp (c * u)) / c := by
  have h : ∀ t ∈ uIcc u v,
      HasDerivAt (fun t => Real.exp (c * t) / c) (Real.exp (c * t)) t := fun t _ =>
    ((((hasDerivAt_id t).const_mul c).exp).div_const c).congr_deriv (by simp [hc])
  rw [intervalIntegral.integral_eq_sub_of_hasDerivAt h
    (Continuous.intervalIntegrable (by fun_prop) _ _)]
  ring

/-- For `b > 0` the net charge density is integrable over the whole axis. -/
theorem charge_integrable (n : ℝ) {b : ℝ} (hb : 0 < b) : Integrable (charge n b) := by
  have h1 : IntegrableOn (fun x => n / 2 * Real.exp (b * x)) (Iio 0) :=
    Integrable.const_mul ((integrableOn_exp_mul_Iic hb 0).mono_set Iio_subset_Iic_self) _
  have h2 : IntegrableOn (fun x => -(n / 2) * Real.exp (-b * x)) (Ici 0) :=
    Integrable.const_mul ((integrableOn_exp_mul_Ioi (neg_lt_zero.mpr hb) (-1)).mono_set
      (Ici_subset_Ioi.mpr (by norm_num))) _
  have h3 : IntegrableOn (charge n b) (Iio 0) :=
    h1.congr_fun (fun x hx => (charge_of_neg n b hx).symm) measurableSet_Iio
  have h4 : IntegrableOn (charge n b) (Ici 0) :=
    h2.congr_fun (fun x hx => (charge_of_nonneg n b hx).symm) measurableSet_Ici
  have h5 := h3.union h4
  rwa [Iio_union_Ici, integrableOn_univ] at h5

/-- For `b > 0` the electric field is `(2πn/b) exp(-b|x|)`. -/
theorem field_eq (n : ℝ) {b : ℝ} (hb : 0 < b) (x : ℝ) :
    field n b x = 2 * π * n / b * Real.exp (-b * |x|) := by
  -- charge accumulated up to a point inside the background
  have inner : ∀ y ≤ 0, ∫ t in Iic y, charge n b t = n / (2 * b) * Real.exp (b * y) := by
    intro y hy
    have h : ∫ t in Iio y, charge n b t = ∫ t in Iio y, n / 2 * Real.exp (b * t) :=
      setIntegral_congr_fun measurableSet_Iio
        (fun t ht => charge_of_neg n b ((mem_Iio.mp ht).trans_le hy))
    rw [integral_Iic_eq_integral_Iio, h, ← integral_Iic_eq_integral_Iio,
      integral_const_mul, integral_exp_mul_Iic hb]
    ring
  unfold field
  rcases le_total x 0 with hx | hx
  · rw [inner x hx, abs_of_nonpos hx, neg_mul_neg]
    ring
  · -- outside, the electron tail screens the charge left behind
    have h1 : (∫ t in Iic x, charge n b t) - ∫ t in Iic (0 : ℝ), charge n b t
        = ∫ t in (0 : ℝ)..x, charge n b t :=
      intervalIntegral.integral_Iic_sub_Iic (charge_integrable n hb).integrableOn
        (charge_integrable n hb).integrableOn
    have h2 : ∫ t in (0 : ℝ)..x, charge n b t
        = -(n / 2) * ((Real.exp (-b * x) - Real.exp (-b * 0)) / (-b)) := by
      rw [← integral_exp_interval (neg_ne_zero.mpr hb.ne') 0 x,
        ← intervalIntegral.integral_const_mul]
      apply intervalIntegral.integral_congr
      intro t ht
      rw [uIcc_of_le hx] at ht
      exact charge_of_nonneg n b ht.1
    rw [h2, inner 0 le_rfl] at h1
    rw [sub_eq_iff_eq_add.mp h1, abs_of_nonneg hx]
    simp only [mul_zero, Real.exp_zero]
    ring

/-- For `b > 0` the squared field is `(2πn/b)² exp(-2b|x|)`. -/
theorem field_sq (n : ℝ) {b : ℝ} (hb : 0 < b) (x : ℝ) :
    field n b x ^ 2 = (2 * π * n / b) ^ 2 * Real.exp (-(2 * b) * |x|) := by
  rw [field_eq n hb, mul_pow, sq (Real.exp _), ← Real.exp_add]
  congr 2
  ring

/-- The electrostatic energy per area of the Smith profile is `πn²/(2b³)`, for `b > 0`. -/
theorem fieldEnergy_eq (n : ℝ) {b : ℝ} (hb : 0 < b) :
    fieldEnergy n b = π * n ^ 2 / (2 * b ^ 3) := by
  have h : ∫ x : ℝ, Real.exp (-(2 * b) * |x|)
      = 2 * ∫ x in Ioi (0 : ℝ), Real.exp (-(2 * b) * x) :=
    integral_comp_abs (f := fun y => Real.exp (-(2 * b) * y))
  unfold fieldEnergy
  simp_rw [field_sq n hb]
  rw [integral_const_mul, h, integral_exp_mul_Ioi (by linarith)]
  simp only [mul_zero, Real.exp_zero]
  have hπ : π * π⁻¹ = 1 := mul_inv_cancel₀ Real.pi_ne_zero
  linear_combination (π * n ^ 2 / (2 * b ^ 3)) * hπ

/-- For `b > 0` and `d ≥ 0`, the fraction `1 - exp(-2bd)` of the field energy lies within
distance `d` of the background edge. -/
theorem energy_within (n : ℝ) {b d : ℝ} (hb : 0 < b) (hd : 0 ≤ d) :
    1 / (8 * π) * ∫ x in (-d)..d, field n b x ^ 2
      = (1 - Real.exp (-(2 * b) * d)) * fieldEnergy n b := by
  have hi : ∀ u v : ℝ,
      IntervalIntegrable (fun x => Real.exp (-(2 * b) * |x|)) volume u v :=
    fun u v => Continuous.intervalIntegrable (by fun_prop) u v
  have hl : ∫ x in (-d)..0, Real.exp (-(2 * b) * |x|)
      = ∫ x in (-d)..0, Real.exp (2 * b * x) := by
    apply intervalIntegral.integral_congr
    intro t ht
    rw [uIcc_of_le (neg_nonpos.mpr hd)] at ht
    simp only [abs_of_nonpos ht.2, neg_mul_neg]
  have hr : ∫ x in (0 : ℝ)..d, Real.exp (-(2 * b) * |x|)
      = ∫ x in (0 : ℝ)..d, Real.exp (-(2 * b) * x) := by
    apply intervalIntegral.integral_congr
    intro t ht
    rw [uIcc_of_le hd] at ht
    simp only [abs_of_nonneg ht.1]
  have hb2 : 2 * b ≠ 0 := by positivity
  have he : 2 * b * -d = -(2 * b) * d := by ring
  rw [fieldEnergy_eq n hb]
  simp_rw [field_sq n hb]
  rw [intervalIntegral.integral_const_mul,
    ← intervalIntegral.integral_add_adjacent_intervals (hi (-d) 0) (hi 0 d), hl, hr,
    integral_exp_interval hb2, integral_exp_interval (neg_ne_zero.mpr hb2), he]
  simp only [mul_zero, Real.exp_zero]
  have hπ : π * π⁻¹ = 1 := mul_inv_cancel₀ Real.pi_ne_zero
  linear_combination ((1 - Real.exp (-(2 * b) * d)) * (π * n ^ 2 / (2 * b ^ 3))) * hπ

/-- For `b > 0`, the potential relative to the background edge, outside and inside. -/
theorem potential_eq (n : ℝ) {b : ℝ} (hb : 0 < b) (x : ℝ) :
    (0 ≤ x → potential n b x = -(2 * π * n / b ^ 2) * (1 - Real.exp (-b * x))) ∧
    (x ≤ 0 → potential n b x = 2 * π * n / b ^ 2 * (1 - Real.exp (b * x))) := by
  unfold potential
  simp_rw [field_eq n hb]
  rw [intervalIntegral.integral_const_mul]
  constructor
  · intro hx
    have h : ∫ t in (0 : ℝ)..x, Real.exp (-b * |t|)
        = ∫ t in (0 : ℝ)..x, Real.exp (-b * t) := by
      apply intervalIntegral.integral_congr
      intro t ht
      rw [uIcc_of_le hx] at ht
      simp only [abs_of_nonneg ht.1]
    rw [h, integral_exp_interval (neg_ne_zero.mpr hb.ne')]
    simp only [mul_zero, Real.exp_zero]
    ring
  · intro hx
    have h : ∫ t in (0 : ℝ)..x, Real.exp (-b * |t|)
        = ∫ t in (0 : ℝ)..x, Real.exp (b * t) := by
      apply intervalIntegral.integral_congr
      intro t ht
      rw [uIcc_of_ge hx] at ht
      simp only [abs_of_nonpos ht.2, neg_mul_neg]
    rw [h, integral_exp_interval hb.ne']
    simp only [mul_zero, Real.exp_zero]
    ring

/-- For `b > 0` the energy of the charges in their own potential equals the field energy. -/
theorem chargeEnergy_eq_fieldEnergy (n : ℝ) {b : ℝ} (hb : 0 < b) :
    chargeEnergy n b = fieldEnergy n b := by
  -- charge and potential are odd away from `x = 0`, and the potential vanishes at `x = 0`,
  -- so their product depends on `|x|` only
  have hp : ∀ x, charge n b x * potential n b x = π * n ^ 2 / b ^ 2 *
      (Real.exp (-b * |x|) - Real.exp (-(2 * b) * |x|)) := by
    intro x
    have hs : Real.exp (-(2 * b) * |x|) = Real.exp (-b * |x|) * Real.exp (-b * |x|) := by
      rw [← Real.exp_add]
      congr 1
      ring
    rw [hs]
    rcases lt_or_ge x 0 with hx | hx
    · rw [charge_of_neg n b hx, (potential_eq n hb x).2 hx.le, abs_of_neg hx, neg_mul_neg]
      ring
    · rw [charge_of_nonneg n b hx, (potential_eq n hb x).1 hx, abs_of_nonneg hx]
      ring
  have h : ∫ x : ℝ, (Real.exp (-b * |x|) - Real.exp (-(2 * b) * |x|))
      = 2 * ∫ x in Ioi (0 : ℝ), (Real.exp (-b * x) - Real.exp (-(2 * b) * x)) :=
    integral_comp_abs (f := fun y => Real.exp (-b * y) - Real.exp (-(2 * b) * y))
  have h1 : -b < 0 := by linarith
  have h2 : -(2 * b) < 0 := by linarith
  rw [fieldEnergy_eq n hb]
  unfold chargeEnergy
  simp_rw [hp]
  rw [integral_const_mul, h,
    integral_sub (integrableOn_exp_mul_Ioi h1 0) (integrableOn_exp_mul_Ioi h2 0),
    integral_exp_mul_Ioi h1, integral_exp_mul_Ioi h2]
  simp only [mul_zero, Real.exp_zero]
  ring

end

end SmithSurfaceEnergy
```

```lean
#print axioms SmithSurfaceEnergy.fieldEnergy_eq
#print axioms SmithSurfaceEnergy.energy_within
#print axioms SmithSurfaceEnergy.chargeEnergy_eq_fieldEnergy
```

```
'SmithSurfaceEnergy.fieldEnergy_eq' depends on axioms: [propext, Classical.choice, Quot.sound]
'SmithSurfaceEnergy.energy_within' depends on axioms: [propext, Classical.choice, Quot.sound]
'SmithSurfaceEnergy.chargeEnergy_eq_fieldEnergy' depends on axioms: [propext, Classical.choice, Quot.sound]
```

## How the Lean objects correspond to the surface

All quantities are real numbers or real functions of the coordinate $x$ normal to the surface. The functions `density` and `background` are number densities. The function `charge` is their difference, positive where the background dominates. The Lean parameter `b` is often written $\beta$ in work on surfaces, and `n` is the bulk density, often written $\bar n$.

The definition of `field` puts Gauss's law and the vanishing field deep in the metal into one expression: `Iic x` is the half-line up to and including $x$. A positive value points from the metal towards the vacuum. The definition of `potential` fixes its zero at the background edge. It is the electrostatic potential; an electron's potential energy has the opposite sign. Both `fieldEnergy` and `chargeEnergy` are defined as integrals over the whole axis, and neither contains the closed-form answer.

The main theorem, `fieldEnergy_eq`, states the value $\pi n^2/(2b^3)$ for every real `n` and every `b` satisfying `0 < b`. Physically, this condition makes the electron density decay into the vacuum and approach its bulk value in the metal. A jellium density also has $n>0$, although the algebra does not need it. The theorem `energy_within` adds `0 ≤ d` and gives the share inside the window, while `chargeEnergy_eq_fieldEnergy` equates the two energies.

## Where the integrals are evaluated in the proof

The lemmas `charge_of_neg` and `charge_of_nonneg` select the correct branch of the density and simplify it. `charge_integrable` then proves integrability on each half-line and joins the two. `integral_exp_interval` supplies the elementary antiderivative used on finite intervals.

In `field_eq`, the auxiliary statement `inner` computes the charge accumulated up to a point inside the background or at its edge. It removes the endpoint before substituting the inner formula, because the charge density jumps at $x=0$; a single point does not change the integral. Outside the background, `intervalIntegral.integral_Iic_sub_Iic` separates the accumulated charge into the part up to the edge and the electron tail, as in the derivation.

`field_sq` squares the exponential. In `fieldEnergy_eq`, `integral_comp_abs` turns the integral of a function of $|x|$ into twice the integral over positive $x$, and `integral_exp_mul_Ioi` evaluates it. The closing `linear_combination` cancels the factor of $\pi$. For the finite window, `energy_within` splits the interval at zero and integrates the two exponentials separately.

`potential_eq` removes the absolute value on each side and integrates the field. The last theorem first establishes the product formula for $\rho\varphi$ as `hp`, then uses the same even-function step and integrates the two exponentials. It therefore evaluates the charge–potential integral itself and compares the result with the known field energy.

## Exact electrostatics for an assumed profile

For the stated density, the theorems fix the prefactor, the power of $b$ and the agreement between the two energy expressions. They concern real-number integrals on an infinite axis, with no grid spacing or floating-point rounding. The window result applies to the field of the infinite system; it bounds neither the error of a field recomputed in a truncated or periodic cell nor the truncation error of $\tfrac12\int\rho\varphi\,dx$.

The step from this model to a real metal surface is the replacement of the actual charge distribution by a uniform background and an exponential electron profile. No hypothesis justifies that replacement or determines $b$. The kinetic and exchange-correlation energies, and hence the minimising value of $b$, have to come from elsewhere in the calculation.
